# Adding one constant to both PAW potentials shifts every generalized eigenvalue by that constant

**Q:** In a periodic crystal the average electrostatic potential has no absolute value, so two programs may place the energy zero differently. For an ordinary Hamiltonian this is harmless: a constant \(c\) added to the potential adds \(c\) to every eigenvalue. In the projector augmented-wave method the potential enters in several places. There is a smooth potential acting everywhere, and there are nonlocal strengths built from an all-electron potential and the smooth one. If I add \(c\) to both potentials, the strengths change too, and I get an additional nonlocal operator. Why should the spectrum still move rigidly?

**A:** Because the additional operator is \(c\) times the nonlocal part of the overlap. Take a finite orthonormal basis, so that the kinetic operator \(K\), the all-electron potential \(v\) and the smooth potential \(\tilde v\) are \(n\times n\) matrices. Let the all-electron partial waves \(\phi_i\), the smooth partial waves \(\tilde\phi_i\) and the projectors be the columns of three \(n\times m\) matrices \(\phi\), \(\tilde\phi\) and \(P\). With \(\dagger\) for the conjugate transpose, the strengths and the overlap differences are

\[
D=\phi^\dagger(K+v)\phi-\tilde\phi^\dagger(K+\tilde v)\tilde\phi,\qquad
q=\phi^\dagger\phi-\tilde\phi^\dagger\tilde\phi ,
\]

and the Hamiltonian and overlap operator are

\[
H=K+\tilde v+PDP^\dagger,\qquad S=1+PqP^\dagger .
\]

The PAW equation is \(Hx=e\,Sx\) with \(x\neq0\). Now add \(a\) to \(v\) and \(b\) to \(\tilde v\), keeping the two constants separate for the moment. The strengths become

\[
D'=D+a\,\phi^\dagger\phi-b\,\tilde\phi^\dagger\tilde\phi
=D+b\,q+(a-b)\,\phi^\dagger\phi .
\]

Insert this into the Hamiltonian:

\[
\begin{aligned}
H'&=K+\tilde v+b+PD'P^\dagger\\
&=H+b\,(1+PqP^\dagger)+(a-b)\,P\phi^\dagger\phi P^\dagger\\
&=H+b\,S+(a-b)\,(\phi P^\dagger)^\dagger(\phi P^\dagger).
\end{aligned}
\]

For \(a=b=c\) the last term is absent and \(H'=H+cS\). The overlap contains no potential, so it stays the same. Then \(H'x=(e+c)Sx\) says \(Hx+c\,Sx=e\,Sx+c\,Sx\), which is \(Hx=e\,Sx\). The eigenvectors are unchanged. Likewise \(H'-(e+c)S=H-eS\), so the secular determinants agree.

**Q:** And if the two constants differ?

**A:** Then the last term measures the mismatch. Applied to a smooth wave function \(x\), the matrix \(\phi P^\dagger\) gives \(\sum_j\phi_j\langle p_j,x\rangle\), where \(p_j\) is column \(j\) of \(P\). This is the all-electron one-centre expansion of \(x\), and the expectation value of the mismatch term is \((a-b)\) times its squared norm. Write \(A=\phi P^\dagger\). The diagonal entries of \(A^\dagger A\) are the sums \(\sum_k|A_{kl}|^2\), so \(A^\dagger A=0\) forces \(A=0\). Hence \(H'=H+bS\) holds exactly when \(a=b\) or \(\phi P^\dagger=0\).

**Q:** Show me numbers.

**A:** Take two sites and one partial wave, with site 1 as the augmentation region:

\[
K=\begin{pmatrix}2&-2\\-2&2\end{pmatrix},\quad
v=\begin{pmatrix}-1&0\\0&-1\end{pmatrix},\quad
\tilde v=\begin{pmatrix}0&0\\0&-1\end{pmatrix},
\]
\[
\phi=\begin{pmatrix}2\\0\end{pmatrix},\quad
\tilde\phi=P=\begin{pmatrix}1\\0\end{pmatrix}.
\]

Then \(q=4-1=3\) and \(D=4\cdot1-2=2\), so

\[
H=\begin{pmatrix}4&-2\\-2&1\end{pmatrix},\qquad
S=\begin{pmatrix}4&0\\0&1\end{pmatrix},\qquad
\det(H-eS)=4e(e-2).
\]

The eigenvalues are 0 and 2. Adding 1 to both potentials gives \(D'=4\cdot2-3=5\) and

\[
H'=\begin{pmatrix}8&-2\\-2&2\end{pmatrix}=H+S,
\]

with eigenvalues 1 and 3. The lower state is \((1,2)/\sqrt8\) in both cases, normalised so that \(x^\dagger Sx=1\).

If only \(\tilde v\) is raised by 1, the strength is \(4\cdot1-3=1\), and the Hamiltonian has rows \((4,-2)\) and \((-2,2)\). Its eigenvalues relative to \(S\) are \((3\pm\sqrt5)/2\), about 0.38 and 2.62. One level has risen by 0.38 and the other by 0.62, so the gap has changed.

**Q:** The algebra convinces me. I am less sure that the Lean file speaks about the same objects. What does it take as input?

**A:** A PAW data set, which is three matrices with no conditions on them. The kinetic operator and the two potentials are separate arguments.

```lean
import Mathlib

open Matrix
open scoped ComplexOrder

namespace PAWPotentialShift

/-- The functions of a PAW data set, stored as the columns of three matrices: all-electron
partial waves `phi`, smooth partial waves `phiS` and projectors `P`. -/
structure Dataset (n m : Type*) where
  phi : Matrix n m ℂ
  phiS : Matrix n m ℂ
  P : Matrix n m ℂ
```

The index type `n` labels basis functions and `m` labels partial-wave channels. `phi`, `phiS` and `P` are my \(\phi\), \(\tilde\phi\) and \(P\).

**Q:** I see no duality between projectors and smooth partial waves, and no completeness.

**A:** Neither was used in the derivation, so neither is assumed. The theorems hold for every such triple, including the physically sensible ones. The same goes for the operators: `K`, `v` and `vS` are arbitrary complex matrices, not necessarily Hermitian, and the shifts may be complex. A physical change of the energy zero is the case of a real constant.

```lean
variable {n m : Type*} [Fintype n]

/-- The nonlocal strengths `D_ij = ⟨φ_i, (K + v) φ_j⟩ - ⟨φ̃_i, (K + ṽ) φ̃_j⟩`, as a matrix. -/
def Dataset.strengths (d : Dataset n m) (K v vS : Matrix n n ℂ) : Matrix m m ℂ :=
  d.phiᴴ * (K + v) * d.phi - d.phiSᴴ * (K + vS) * d.phiS

/-- The overlap differences `q_ij = ⟨φ_i, φ_j⟩ - ⟨φ̃_i, φ̃_j⟩`, as a matrix. -/
def Dataset.charges (d : Dataset n m) : Matrix m m ℂ :=
  d.phiᴴ * d.phi - d.phiSᴴ * d.phiS

/-- The PAW Hamiltonian `H = K + ṽ + P D P*`. -/
def Dataset.hamiltonian [Fintype m] (d : Dataset n m) (K v vS : Matrix n n ℂ) :
    Matrix n n ℂ :=
  K + vS + d.P * d.strengths K v vS * d.Pᴴ

/-- The PAW overlap operator `S = 1 + P q P*`. -/
def Dataset.overlap [Fintype m] [DecidableEq n] (d : Dataset n m) : Matrix n n ℂ :=
  1 + d.P * d.charges * d.Pᴴ
```

The superscript `ᴴ` is the conjugate transpose, and `vS` is \(\tilde v\). `strengths` is \(D\), `charges` is \(q\), and the last two definitions are \(H\) and \(S\). The argument list of `overlap` contains no potential, which is why one overlap serves both before and after the shift.

**Q:** What counts as an eigenvalue?

**A:** The definition asks for a nonzero vector that satisfies the PAW equation.

```lean
/-- The number `e` is a generalized eigenvalue of the pair `(H, S)`: some nonzero vector `x`
satisfies `H x = e S x`. -/
def IsGenEigenvalue (H S : Matrix n n ℂ) (e : ℂ) : Prop :=
  ∃ x : n → ℂ, x ≠ 0 ∧ H *ᵥ x = e • (S *ᵥ x)
```

Here `*ᵥ` applies a matrix to a vector. The vector need not be normalised, and \(S\) need not be positive or even invertible. A good PAW data set should give a positive overlap, but the shift argument doesn't depend on it.

**Q:** I know \(D_{ij}\) as a difference of matrix elements, not as a product of rectangular matrices.

**A:** The first theorem connects the two forms.

```lean
/-- Each nonlocal strength is the difference of an all-electron and a smooth matrix element
between partial waves. -/
theorem strengths_apply (d : Dataset n m) (K v vS : Matrix n n ℂ) (i j : m) :
    d.strengths K v vS i j =
      star (fun k => d.phi k i) ⬝ᵥ ((K + v) *ᵥ fun k => d.phi k j) -
      star (fun k => d.phiS k i) ⬝ᵥ ((K + vS) *ᵥ fun k => d.phiS k j) := by
  unfold Dataset.strengths
  rw [Matrix.mul_assoc, Matrix.mul_assoc]
  rfl
```

In words, \(D_{ij}=\langle\phi_i,(K+v)\phi_j\rangle-\langle\tilde\phi_i,(K+\tilde v)\tilde\phi_j\rangle\). The function `fun k => d.phi k i` is column \(i\), and `star` conjugates it, so the inner product is conjugate-linear in its first argument. The proof regroups the triple products so that \(K+v\) acts on the right-hand wave first. After that both sides are the same by definition, and `rfl` closes the goal.

**Q:** Which physics is left out of these definitions?

**A:** The potentials are given matrices, so there is no self-consistency, and compensation charges do not appear separately. The basis is finite. The closest reading is a single augmentation site: with several atoms in one index set `m`, the matrix \(D\) would also contain entries between different atoms, whereas the usual PAW strengths are kept atom by atom. Finally, the same \(\tilde v\) acts in the global term and in the one-centre smooth term. If the two copies were stored separately in this model and \(c\) were added only to \(v\) and to the global copy, the Hamiltonian would become \(H+cS+c\,(\tilde\phi P^\dagger)^\dagger(\tilde\phi P^\dagger)\). Programs with compensation charges can behave differently: there the global smooth potential also enters the strengths through those charges, and a constant \(c\) in it can supply the term \(c\,q\) without any shift of the one-centre potentials.

**Q:** Then take me through the proof. Where does the change of the strengths appear?

**A:** In the next lemma, still with separate constants.

```lean
variable [DecidableEq n]

/-- Adding the constant `a` to the all-electron potential and `b` to the smooth potential
changes the strengths by `a ⟨φ_i, φ_j⟩ - b ⟨φ̃_i, φ̃_j⟩`. -/
theorem strengths_shift (d : Dataset n m) (K v vS : Matrix n n ℂ) (a b : ℂ) :
    d.strengths K (v + a • (1 : Matrix n n ℂ)) (vS + b • (1 : Matrix n n ℂ)) =
      d.strengths K v vS + (a • (d.phiᴴ * d.phi) - b • (d.phiSᴴ * d.phiS)) := by
  unfold Dataset.strengths
  simp only [Matrix.mul_add, Matrix.add_mul, Matrix.mul_smul, Matrix.smul_mul, Matrix.mul_one]
  module
```

This is the first form of \(D'\) above. The constant potential is written `a • (1 : Matrix n n ℂ)`, that is, \(a\) times the identity. The `simp only` call distributes the products and pulls the scalars out, and `module` checks that the coefficients of the remaining matrices agree.

The Hamiltonian follows by insertion.

```lean
variable [Fintype m]

/-- Adding `a` to the all-electron potential and `b` to the smooth one changes the PAW
Hamiltonian by `b S` plus `a - b` times the Gram operator of `φ P*`. -/
theorem hamiltonian_shift_unequal (d : Dataset n m) (K v vS : Matrix n n ℂ) (a b : ℂ) :
    d.hamiltonian K (v + a • (1 : Matrix n n ℂ)) (vS + b • (1 : Matrix n n ℂ)) =
      d.hamiltonian K v vS + b • d.overlap +
        (a - b) • ((d.phi * d.Pᴴ)ᴴ * (d.phi * d.Pᴴ)) := by
  unfold Dataset.hamiltonian
  rw [strengths_shift]
  unfold Dataset.overlap Dataset.charges
  -- expand all products, then compare coefficients
  simp only [Matrix.conjTranspose_mul, Matrix.conjTranspose_conjTranspose, Matrix.mul_add,
    Matrix.add_mul, Matrix.mul_sub, Matrix.sub_mul, Matrix.mul_smul, Matrix.smul_mul,
    Matrix.mul_assoc]
  module
```

The proof replaces the shifted strengths by means of `strengths_shift` and opens the definitions of \(S\) and \(q\). The rule for the conjugate transpose of a product turns \((\phi P^\dagger)^\dagger\) into \(P\phi^\dagger\). Once everything is expanded, `module` does the collecting of terms that I did in three lines.

**Q:** So the rigid shift is a special case.

**A:** Yes, with \(a=b=c\). The coefficient \(c-c\) vanishes and takes the mismatch term with it.

```lean
/-- Adding the same constant `c` to both potentials changes the PAW Hamiltonian from `H` to
`H + c S`. -/
theorem hamiltonian_shift (d : Dataset n m) (K v vS : Matrix n n ℂ) (c : ℂ) :
    d.hamiltonian K (v + c • (1 : Matrix n n ℂ)) (vS + c • (1 : Matrix n n ℂ)) =
      d.hamiltonian K v vS + c • d.overlap := by
  rw [hamiltonian_shift_unequal, sub_self, zero_smul, add_zero]
```

**Q:** My original question was about the eigenvalues, in both directions. A shifted problem with extra solutions would worry me.

**A:** There are none, because the equivalence already holds for each individual vector.

```lean
/-- A vector solves the PAW equation at energy `e` before the common shift by `c` exactly when
it solves the shifted equation at energy `e + c`. -/
theorem eigenvector_shift_iff (d : Dataset n m) (K v vS : Matrix n n ℂ) (c e : ℂ)
    (x : n → ℂ) :
    d.hamiltonian K v vS *ᵥ x = e • (d.overlap *ᵥ x) ↔
      d.hamiltonian K (v + c • (1 : Matrix n n ℂ)) (vS + c • (1 : Matrix n n ℂ)) *ᵥ x =
        (e + c) • (d.overlap *ᵥ x) := by
  -- the term `c S x` appears on both sides and cancels
  rw [hamiltonian_shift, Matrix.add_mulVec, Matrix.smul_mulVec, add_smul, add_left_inj]
```

The rewriting turns the right-hand equation into \(Hx+c\,Sx=e\,Sx+c\,Sx\), and `add_left_inj` cancels the common term. This step is reversible, so it gives an "if and only if". The statement about eigenvalues adds the condition \(x\neq0\) and the existence of \(x\), with the same vector used on both sides.

```lean
/-- The number `e` is a generalized eigenvalue of the PAW problem exactly when `e + c` is one
after the constant `c` has been added to both potentials. -/
theorem eigenvalue_shift_iff (d : Dataset n m) (K v vS : Matrix n n ℂ) (c e : ℂ) :
    IsGenEigenvalue (d.hamiltonian K v vS) d.overlap e ↔
      IsGenEigenvalue
        (d.hamiltonian K (v + c • (1 : Matrix n n ℂ)) (vS + c • (1 : Matrix n n ℂ)))
        d.overlap (e + c) :=
  exists_congr fun x => and_congr_right fun _ => eigenvector_shift_iff d K v vS c e x
```

For band structures this means that a common change of the energy zero leaves gaps and level differences alone, within this finite matrix model with prescribed potentials.

**Q:** Does that include degeneracies?

**A:** The vector-by-vector equivalence shows that the solution space at \(e\) is the solution space at \(e+c\), so its dimension is preserved. For multiplicities as roots of the secular equation, the determinant is the right object.

```lean
/-- The secular determinant of the shifted problem at `e + c` equals that of the original
problem at `e`. -/
theorem secular_det_shift (d : Dataset n m) (K v vS : Matrix n n ℂ) (c e : ℂ) :
    (d.hamiltonian K (v + c • (1 : Matrix n n ℂ)) (vS + c • (1 : Matrix n n ℂ)) -
        (e + c) • d.overlap).det =
      (d.hamiltonian K v vS - e • d.overlap).det := by
  rw [hamiltonian_shift]
  congr 1
  module
```

After `hamiltonian_shift` has been applied, `congr 1` reduces the equality of determinants to an equality of matrices, \(H+cS-(e+c)S=H-eS\), and `module` verifies it. Since this holds for every \(e\), the secular polynomial is only translated.

**Q:** One doubt remains. Suppose someone aligns the smooth potential between two calculations and forgets the all-electron one. Does the file say that this goes wrong?

**A:** It says when the change of the Hamiltonian is exactly \(bS\).

```lean
/-- Shifting the all-electron potential by `a` and the smooth one by `b` changes the
Hamiltonian by exactly `b S` if and only if `a = b` or `φ P*` vanishes. -/
theorem rigid_shift_iff (d : Dataset n m) (K v vS : Matrix n n ℂ) (a b : ℂ) :
    d.hamiltonian K (v + a • (1 : Matrix n n ℂ)) (vS + b • (1 : Matrix n n ℂ)) =
        d.hamiltonian K v vS + b • d.overlap ↔
      a = b ∨ d.phi * d.Pᴴ = 0 := by
  -- the mismatch term is a multiple of a Gram matrix, which vanishes only with its factor
  rw [hamiltonian_shift_unequal, add_eq_left, smul_eq_zero, sub_eq_zero,
    Matrix.conjTranspose_mul_self_eq_zero]

end PAWPotentialShift
```

The proof starts from the mismatch formula. The lemma `add_eq_left` reduces the equation to the vanishing of the mismatch term. A scalar multiple vanishes only if the scalar or the matrix does, which gives \(a-b=0\) or \((\phi P^\dagger)^\dagger(\phi P^\dagger)=0\). The lemma `Matrix.conjTranspose_mul_self_eq_zero` then turns the second alternative into \(\phi P^\dagger=0\), as the sums of squares did by hand. That alternative includes the case without any partial waves, where \(H=K+\tilde v\) and the all-electron potential plays no part.

```lean
#print axioms PAWPotentialShift.strengths_apply
-- 'PAWPotentialShift.strengths_apply' depends on axioms: [propext, Classical.choice, Quot.sound]
#print axioms PAWPotentialShift.eigenvalue_shift_iff
-- 'PAWPotentialShift.eigenvalue_shift_iff' depends on axioms: [propext, Classical.choice, Quot.sound]
#print axioms PAWPotentialShift.secular_det_shift
-- 'PAWPotentialShift.secular_det_shift' depends on axioms: [propext, Classical.choice, Quot.sound]
#print axioms PAWPotentialShift.rigid_shift_iff
-- 'PAWPotentialShift.rigid_shift_iff' depends on axioms: [propext, Classical.choice, Quot.sound]
```

**Q:** So unequal constants always distort the spectrum?

**A:** That would be too strong. The theorem rules out the change \(bS\), not a change by some other multiple of \(S\). Suppose the smooth partial waves are complete on the whole space, not only in the augmentation region, so that \(\tilde\phi P^\dagger=1\). Then

\[
S=1+(\phi P^\dagger)^\dagger(\phi P^\dagger)-(\tilde\phi P^\dagger)^\dagger(\tilde\phi P^\dagger)
=(\phi P^\dagger)^\dagger(\phi P^\dagger),
\]

and the mismatch formula gives \(H'=H+bS+(a-b)S=H+aS\). The levels follow the all-electron potential, and the constant in the smooth one has no effect. Completeness inside the augmentation region, which is the usual PAW condition, is not enough for this. In the two-site example \(\tilde\phi P^\dagger\) is the identity on site 1 but vanishes on site 2, and the unequal shift does change the gap.
